# Angle and Generator of a 3×3 Rotation Matrix That Is Neither the Identity nor a Half Turn

A rigid molecule has turned between two frames of a simulation, the turn is known as a rotation matrix $R$, and one wants the angle and the axis of the single rotation that produces it. When the trace of $R$ lies strictly between $-1$ and $3$, the trace gives the angle and the antisymmetric part of $R$ gives the axis.

```lean
import Mathlib

open Matrix

namespace RotationLogarithm

noncomputable section

/-- The rotation angle read off from the trace of a 3×3 matrix. -/
def rotationAngle (R : Matrix (Fin 3) (Fin 3) ℝ) : ℝ :=
  Real.arccos ((R.trace - 1) / 2)

/-- The rotation generator: the antisymmetric difference `R - Rᵀ` divided by `2 sin θ`. -/
def rotationGenerator (R : Matrix (Fin 3) (Fin 3) ℝ) : Matrix (Fin 3) (Fin 3) ℝ :=
  (1 / (2 * Real.sin (rotationAngle R))) • (R - Rᵀ)

/-- The matrix of the map `v ↦ u × v` for an axis vector `u`. -/
def crossMatrix (u : Fin 3 → ℝ) : Matrix (Fin 3) (Fin 3) ℝ :=
  !![0, -u 2, u 1; u 2, 0, -u 0; -u 1, u 0, 0]

/-- The half turn about the z axis. -/
def halfTurn : Matrix (Fin 3) (Fin 3) ℝ :=
  !![-1, 0, 0; 0, -1, 0; 0, 0, 1]

/-- The adjugate of a 3×3 matrix is a quadratic polynomial in the matrix. -/
theorem adjugate_eq_quadratic (A : Matrix (Fin 3) (Fin 3) ℝ) :
    A.adjugate = A * A - A.trace • A + A.adjugate.trace • (1 : Matrix (Fin 3) (Fin 3) ℝ) := by
  rw [Matrix.adjugate_fin_three]
  ext i j
  fin_cases i <;> fin_cases j <;>
    simp [Matrix.mul_apply, Fin.sum_univ_three, Matrix.trace_fin_three] <;> ring

/-- The square of a rotation matrix is a linear combination of `R`, the identity and `Rᵀ`. -/
theorem rotation_sq (R : Matrix (Fin 3) (Fin 3) ℝ) (hR : Rᵀ * R = 1) (hdet : R.det = 1) :
    R * R = R.trace • R - R.trace • (1 : Matrix (Fin 3) (Fin 3) ℝ) + Rᵀ := by
  have hR' : R * Rᵀ = 1 := mul_eq_one_comm.mp hR
  -- for a rotation the adjugate is the transpose
  have hadj : R.adjugate = Rᵀ := by
    calc R.adjugate = R.adjugate * (R * Rᵀ) := by rw [hR', mul_one]
      _ = Rᵀ := by rw [← mul_assoc, Matrix.adjugate_mul, hdet, one_smul, one_mul]
  have h := adjugate_eq_quadratic R
  rw [hadj, Matrix.trace_transpose] at h
  linear_combination (norm := module) -h

/-- The square and the cube of the antisymmetric difference `R - Rᵀ` of a rotation matrix. -/
theorem antisymm_sq_and_cube (R : Matrix (Fin 3) (Fin 3) ℝ) (hR : Rᵀ * R = 1)
    (hdet : R.det = 1) :
    (R - Rᵀ) * (R - Rᵀ) =
        (1 + R.trace) • (R + Rᵀ - (2 : ℝ) • (1 : Matrix (Fin 3) (Fin 3) ℝ)) ∧
      (R - Rᵀ) * (R - Rᵀ) * (R - Rᵀ) =
        (-((1 + R.trace) * (3 - R.trace))) • (R - Rᵀ) := by
  have hR' : R * Rᵀ = 1 := mul_eq_one_comm.mp hR
  have h2 := rotation_sq R hR hdet
  have h3 := rotation_sq Rᵀ (by rw [Matrix.transpose_transpose]; exact hR')
    (by rw [Matrix.det_transpose]; exact hdet)
  rw [Matrix.trace_transpose, Matrix.transpose_transpose] at h3
  have hsq : (R - Rᵀ) * (R - Rᵀ) =
      (1 + R.trace) • (R + Rᵀ - (2 : ℝ) • (1 : Matrix (Fin 3) (Fin 3) ℝ)) := by
    simp only [sub_mul, mul_sub, h2, h3, hR, hR']
    module
  refine ⟨hsq, ?_⟩
  rw [hsq]
  simp only [smul_mul_assoc, sub_mul, add_mul, mul_sub, one_mul, h2, h3, hR, hR']
  module

/-- Rodrigues' formula for the exponential of `θ K`, for a square matrix with `K³ = -K`. -/
theorem rodrigues {n : Type*} [Fintype n] [DecidableEq n] (K : Matrix n n ℝ)
    (hK : K * K * K = -K) (θ : ℝ) :
    NormedSpace.exp (θ • K) = 1 + Real.sin θ • K + (1 - Real.cos θ) • (K * K) := by
  have h3 : K * (K * K) = -K := by rw [← mul_assoc]; exact hK
  have h4 : K * K * (K * K) = -(K * K) := by rw [← mul_assoc, hK, neg_mul]
  have hzero : ∀ (E : Matrix n n ℝ) (s : ℝ),
      E * K * (1 - Real.sin s • K + (1 - Real.cos s) • (K * K)) +
        E * (-(Real.cos s • K) + (-(-Real.sin s)) • (K * K)) = 0 := by
    intro E s
    have h : K * (1 - Real.sin s • K + (1 - Real.cos s) • (K * K)) +
        (-(Real.cos s • K) + (-(-Real.sin s)) • (K * K)) = 0 := by
      rw [mul_add, mul_sub, mul_one, mul_smul_comm, mul_smul_comm, h3]
      module
    rw [mul_assoc, ← mul_add, h, mul_zero]
  -- the Rodrigues expression with the angle reversed is a left inverse of the original one
  have hinv : (1 - Real.sin θ • K + (1 - Real.cos θ) • (K * K)) *
      (1 + Real.sin θ • K + (1 - Real.cos θ) • (K * K)) = 1 := by
    have hz : (1 - Real.cos θ ^ 2 - Real.sin θ ^ 2) • (K * K) = 0 := by
      rw [show 1 - Real.cos θ ^ 2 - Real.sin θ ^ 2 = 0 by
        linarith [Real.sin_sq_add_cos_sq θ], zero_smul]
    simp only [mul_add, add_mul, sub_mul, one_mul, mul_one, smul_mul_assoc,
      mul_smul_comm, h3, hK, h4]
    linear_combination (norm := module) hz
  -- its product with the exponential has zero derivative, hence is constant
  have hc : NormedSpace.exp (θ • K) *
        (1 - Real.sin θ • K + (1 - Real.cos θ) • (K * K)) =
      NormedSpace.exp ((0 : ℝ) • K) *
        (1 - Real.sin 0 • K + (1 - Real.cos 0) • (K * K)) := by
    let : NormedRing (Matrix n n ℝ) := Matrix.linftyOpNormedRing
    let : NormedAlgebra ℝ (Matrix n n ℝ) := Matrix.linftyOpNormedAlgebra
    have hd : ∀ s : ℝ, HasDerivAt (fun s : ℝ => NormedSpace.exp (s • K) *
        (1 - Real.sin s • K + (1 - Real.cos s) • (K * K))) 0 s := by
      intro s
      have h1 : HasDerivAt (fun u : ℝ => NormedSpace.exp (u • K))
          (NormedSpace.exp (s • K) * K) s := hasDerivAt_exp_smul_const K s
      have a := ((Real.hasDerivAt_sin s).smul_const K).const_sub 1
      have b := ((Real.hasDerivAt_cos s).const_sub 1).smul_const (K * K)
      exact (h1.fun_mul (a.fun_add b)).congr_deriv (hzero _ s)
    exact is_const_of_deriv_eq_zero (fun s => (hd s).differentiableAt)
      (fun s => (hd s).deriv) θ 0
  simp only [zero_smul, NormedSpace.exp_zero, Real.sin_zero, Real.cos_zero, sub_self,
    sub_zero, add_zero, mul_one] at hc
  calc NormedSpace.exp (θ • K) = NormedSpace.exp (θ • K) *
        ((1 - Real.sin θ • K + (1 - Real.cos θ) • (K * K)) *
          (1 + Real.sin θ • K + (1 - Real.cos θ) • (K * K))) := by rw [hinv, mul_one]
    _ = _ := by rw [← mul_assoc, hc, one_mul]

/-- The cross-product matrix of a unit vector satisfies `K³ = -K`. -/
theorem crossMatrix_cube_witness (u : Fin 3 → ℝ) (hu : u 0 ^ 2 + u 1 ^ 2 + u 2 ^ 2 = 1) :
    crossMatrix u * crossMatrix u * crossMatrix u = -crossMatrix u := by
  have h : crossMatrix u * crossMatrix u * crossMatrix u =
      (-(u 0 ^ 2 + u 1 ^ 2 + u 2 ^ 2)) • crossMatrix u := by
    ext i j
    fin_cases i <;> fin_cases j <;>
      simp [crossMatrix, Matrix.mul_apply, Fin.sum_univ_three] <;> ring
  rw [h, hu, neg_smul, one_smul]

/-- The rotation logarithm: for a rotation matrix with trace strictly between -1 and 3, the angle
lies strictly between 0 and π, the generator `K` is skew-symmetric, and `exp (θ K) = R`. -/
theorem exp_rotation_logarithm (R : Matrix (Fin 3) (Fin 3) ℝ) (hR : Rᵀ * R = 1)
    (hdet : R.det = 1) (hlo : -1 < R.trace) (hhi : R.trace < 3) :
    0 < rotationAngle R ∧ rotationAngle R < Real.pi ∧
      (rotationGenerator R)ᵀ = -rotationGenerator R ∧
      NormedSpace.exp (rotationAngle R • rotationGenerator R) = R := by
  obtain ⟨hsq, hcube⟩ := antisymm_sq_and_cube R hR hdet
  have hcos : Real.cos (rotationAngle R) = (R.trace - 1) / 2 :=
    Real.cos_arccos (by linarith) (by linarith)
  have hpos : 0 < rotationAngle R := Real.arccos_pos.mpr (by linarith)
  have hpi : rotationAngle R < Real.pi := by
    refine lt_of_le_of_ne (Real.arccos_le_pi _) ?_
    intro h
    have h' : Real.cos (rotationAngle R) = -1 := by
      rw [show rotationAngle R = Real.pi from h, Real.cos_pi]
    linarith
  have hsin : 0 < Real.sin (rotationAngle R) := Real.sin_pos_of_pos_of_lt_pi hpos hpi
  obtain ⟨g, hg⟩ : ∃ g : ℝ, g = 1 / (2 * Real.sin (rotationAngle R)) := ⟨_, rfl⟩
  have hK : rotationGenerator R = g • (R - Rᵀ) := by rw [hg]; rfl
  have hg1 : g * (2 * Real.sin (rotationAngle R)) = 1 := by
    rw [hg]; exact one_div_mul_cancel (by positivity)
  have hs : 4 * Real.sin (rotationAngle R) ^ 2 = (1 + R.trace) * (3 - R.trace) := by
    have h := Real.sin_sq_add_cos_sq (rotationAngle R)
    rw [hcos] at h
    linear_combination 4 * h
  have hg2 : g * g * ((1 + R.trace) * (3 - R.trace)) = 1 := by
    linear_combination (g * (2 * Real.sin (rotationAngle R)) + 1) * hg1 - g * g * hs
  -- the normalised generator satisfies the cubic relation
  have hK3 : (g • (R - Rᵀ)) * (g • (R - Rᵀ)) * (g • (R - Rᵀ)) = -(g • (R - Rᵀ)) := by
    have hz : (g * (1 - g * g * ((1 + R.trace) * (3 - R.trace)))) • (R - Rᵀ) = 0 := by
      rw [hg2, sub_self, mul_zero, zero_smul]
    simp only [smul_mul_assoc, mul_smul_comm, hcube]
    linear_combination (norm := module) hz
  have hKK : (g • (R - Rᵀ)) * (g • (R - Rᵀ)) = (g * g * (1 + R.trace)) •
      (R + Rᵀ - (2 : ℝ) • (1 : Matrix (Fin 3) (Fin 3) ℝ)) := by
    rw [smul_mul_assoc, mul_smul_comm, hsq]
    module
  have ha : Real.sin (rotationAngle R) * g = 1 / 2 := by linear_combination hg1 / 2
  have hb : (1 - Real.cos (rotationAngle R)) * (g * g * (1 + R.trace)) = 1 / 2 := by
    rw [hcos]; linear_combination hg2 / 2
  refine ⟨hpos, hpi, ?_, ?_⟩
  · rw [hK, Matrix.transpose_smul, Matrix.transpose_sub, Matrix.transpose_transpose]
    module
  · -- Rodrigues' formula reassembles the symmetric and antisymmetric parts of R
    rw [hK, rodrigues _ hK3, hKK, smul_smul, smul_smul, ha, hb]
    module

/-- For a unit axis `u` and an angle strictly between 0 and π, the angle and generator computed
from `exp (θ [u])` are `θ` and the cross-product matrix `[u]`. -/
theorem logarithm_of_exp (u : Fin 3 → ℝ) (hu : u 0 ^ 2 + u 1 ^ 2 + u 2 ^ 2 = 1)
    (θ : ℝ) (h0 : 0 < θ) (hpi : θ < Real.pi) :
    rotationAngle (NormedSpace.exp (θ • crossMatrix u)) = θ ∧
      rotationGenerator (NormedSpace.exp (θ • crossMatrix u)) = crossMatrix u := by
  have hE := rodrigues (crossMatrix u) (crossMatrix_cube_witness u hu) θ
  have hskew : (crossMatrix u)ᵀ = -crossMatrix u := by
    ext i j
    fin_cases i <;> fin_cases j <;> simp [crossMatrix]
  have ht1 : (crossMatrix u).trace = 0 := by
    simp [crossMatrix, Matrix.trace_fin_three]
  have ht2 : (crossMatrix u * crossMatrix u).trace = -2 := by
    simp only [Matrix.trace_fin_three, Matrix.mul_apply, Fin.sum_univ_three]
    simp [crossMatrix]
    linear_combination -2 * hu
  have htr : (NormedSpace.exp (θ • crossMatrix u)).trace = 1 + 2 * Real.cos θ := by
    rw [hE, Matrix.trace_add, Matrix.trace_add, Matrix.trace_smul, Matrix.trace_smul,
      Matrix.trace_one, ht1, ht2, Fintype.card_fin, smul_eq_mul, smul_eq_mul]
    push_cast
    ring
  have hang : rotationAngle (NormedSpace.exp (θ • crossMatrix u)) = θ := by
    unfold rotationAngle
    rw [htr, show (1 + 2 * Real.cos θ - 1) / 2 = Real.cos θ by ring]
    exact Real.arccos_cos h0.le hpi.le
  have hdiff : NormedSpace.exp (θ • crossMatrix u) - (NormedSpace.exp (θ • crossMatrix u))ᵀ =
      (2 * Real.sin θ) • crossMatrix u := by
    rw [hE]
    simp only [Matrix.transpose_add, Matrix.transpose_smul, Matrix.transpose_one,
      Matrix.transpose_mul, hskew, neg_mul_neg]
    module
  have hsin : 0 < Real.sin θ := Real.sin_pos_of_pos_of_lt_pi h0 hpi
  refine ⟨hang, ?_⟩
  unfold rotationGenerator
  rw [hang, hdiff, smul_smul, one_div_mul_cancel (by positivity), one_smul]

/-- The half turn about z is a rotation with trace -1, and no multiple of its antisymmetric
difference exponentiates to it. -/
theorem halfTurn_not_exp_antisymm :
    halfTurnᵀ * halfTurn = 1 ∧ halfTurn.det = 1 ∧ halfTurn.trace = -1 ∧
      ∀ c : ℝ, NormedSpace.exp (c • (halfTurn - halfTurnᵀ)) ≠ halfTurn := by
  have hT : halfTurnᵀ = halfTurn := by
    ext i j
    fin_cases i <;> fin_cases j <;> simp [halfTurn]
  refine ⟨?_, ?_, ?_, ?_⟩
  · rw [hT]
    ext i j
    fin_cases i <;> fin_cases j <;>
      simp [halfTurn, Matrix.mul_apply, Fin.sum_univ_three]
  · simp [halfTurn, Matrix.det_fin_three]
  · simp [halfTurn, Matrix.trace_fin_three]
  · intro c h
    rw [hT, sub_self, smul_zero, NormedSpace.exp_zero] at h
    have h00 := congrFun (congrFun h 0) 0
    norm_num [halfTurn] at h00

end

end RotationLogarithm
```

```lean
#print axioms RotationLogarithm.exp_rotation_logarithm
-- 'RotationLogarithm.exp_rotation_logarithm' depends on axioms: [propext, Classical.choice, Quot.sound]
#print axioms RotationLogarithm.logarithm_of_exp
-- 'RotationLogarithm.logarithm_of_exp' depends on axioms: [propext, Classical.choice, Quot.sound]
#print axioms RotationLogarithm.halfTurn_not_exp_antisymm
-- 'RotationLogarithm.halfTurn_not_exp_antisymm' depends on axioms: [propext, Classical.choice, Quot.sound]
```

## Reading a rotation from its trace and antisymmetric part

The main theorem, `exp_rotation_logarithm`, takes a real 3×3 matrix $R$ with $R^TR=1$ (`hR`), $\det R=1$ (`hdet`) and $-1<\operatorname{tr}R<3$ (`hlo`, `hhi`). Write $\tau=\operatorname{tr}R$ and set

$$\theta=\arccos\frac{\tau-1}{2},\qquad K=\frac{R-R^T}{2\sin\theta}.$$

These are `rotationAngle R` and `rotationGenerator R`. The theorem states that $0<\theta<\pi$, that $K^T=-K$, and that $\exp(\theta K)=R$, where `NormedSpace.exp` is the matrix exponential.

Orthogonality says that $R$ preserves lengths and angles, and the determinant condition excludes reflections. The trace of a rotation always lies between $-1$ and $3$, so the strict bounds remove only the half turns and the identity. The angle is in radians.

An axis $u=(u_0,u_1,u_2)$ enters through `crossMatrix u`, written $[u]$ below, which sends $v$ to $u\times v$. With this sign, $\exp(\theta[u])$ turns column vectors about $u$ by the right-hand rule. The theorem `logarithm_of_exp` closes the circle: for a unit vector $u$ and $0<\theta<\pi$, the recipe applied to $\exp(\theta[u])$ returns exactly $\theta$ and $[u]$.

In a simulation of rigid molecules, this turns an orientation matrix into a rotation vector $\theta u$; the theorems cover the conversion in exact real arithmetic, for matrices that are exactly orthogonal, and say nothing about rounding error.

## The cubic relation for the generator

For any 3×3 matrix $A$, the adjugate is a quadratic polynomial in $A$:

$$\operatorname{adj}A=A^2-(\operatorname{tr}A)A+(\operatorname{tr}\operatorname{adj}A)\,1.$$

`adjugate_eq_quadratic` checks this entry by entry, leaving nine polynomial identities to `ring`. For a rotation, $\operatorname{adj}R=(\operatorname{adj}R)RR^T=(\det R)R^T=R^T$, which has the same trace as $R$. Hence `rotation_sq`:

$$R^2=\tau R-\tau 1+R^T.$$

The transpose is also a rotation, so $(R^T)^2=\tau R^T-\tau 1+R$. Let $D=R-R^T$. Since $RR^T=R^TR=1$,

$$D^2=R^2+(R^T)^2-2\cdot 1=(1+\tau)(R+R^T-2\cdot 1).$$

Multiplying by $D$ once more, and using $R^2-(R^T)^2=(\tau-1)D$, gives

$$D^3=(1+\tau)\bigl(R^2-(R^T)^2-2D\bigr)=-(1+\tau)(3-\tau)D.$$

These are the two halves of `antisymm_sq_and_cube`. The Lean proof expands the products, substitutes the formulas for the squares, and lets `module` collect the coefficients.

The trace bounds put $(\tau-1)/2$ strictly between $-1$ and $1$. Therefore $0<\theta<\pi$, $\sin\theta>0$ and $\cos\theta=(\tau-1)/2$, so that

$$4\sin^2\theta=4-(\tau-1)^2=(1+\tau)(3-\tau).$$

Dividing $D$ by $2\sin\theta$ thus normalises the cubic relation to $K^3=-K$. In the main proof, `g` stands for $1/(2\sin\theta)$, `hs` is the identity for the sine, and `hK3` is the normalised relation. Skew-symmetry is immediate, because transposing $D$ reverses its sign.

## Rodrigues' formula from a constant product

The theorem `rodrigues` holds for a real square matrix of any finite size with $K^3=-K$:

$$\exp(\theta K)=1+\sin\theta\,K+(1-\cos\theta)K^2.$$

Define $F(s)=1-\sin s\,K+(1-\cos s)K^2$, the same expression with the angle reversed. The cubic relation gives

$$KF(s)=K-\sin s\,K^2-(1-\cos s)K=\cos s\,K-\sin s\,K^2=-F'(s).$$

Consequently,

$$\frac{d}{ds}\bigl[\exp(sK)F(s)\bigr]=\exp(sK)\bigl[KF(s)+F'(s)\bigr]=0.$$

The product keeps its value at $s=0$, which is $1$. In Lean, `hzero` is the cancellation, `hd` is the derivative, and `is_const_of_deriv_eq_zero` draws the conclusion. A matrix norm is chosen inside the proof so that derivatives make sense; the formula does not depend on it.

It remains to invert $F(\theta)$. Let $G(\theta)$ be the right-hand side of Rodrigues' formula. Since $K^4=-K^2$,

$$\begin{aligned}
F(\theta)G(\theta)&=\bigl(1+(1-\cos\theta)K^2\bigr)^2-\sin^2\theta\,K^2\\
&=1+(1-\cos^2\theta-\sin^2\theta)K^2=1.
\end{aligned}$$

This is `hinv`. Then $\exp(\theta K)=\exp(\theta K)F(\theta)G(\theta)=G(\theta)$, as in the final `calc` block.

## Reassembling the rotation and recovering the axis

For the generator computed from $R$, the two terms of Rodrigues' formula are

$$\sin\theta\,K=\tfrac12(R-R^T),$$

$$(1-\cos\theta)K^2=\frac{3-\tau}{2}\,\frac{(1+\tau)(R+R^T-2\cdot1)}{(1+\tau)(3-\tau)}
=\tfrac12(R+R^T)-1.$$

Adding the identity gives $R$. The two coefficients of one half are `ha` and `hb`. Being skew-symmetric, $K$ equals $[u]$ for some vector $u$, and $[u]^3=-\lVert u\rVert^2[u]$. Since $R\neq1$, $K$ is not zero, so $K^3=-K$ forces $\lVert u\rVert=1$. Thus $u$ is the unit axis and $\theta$ the angle of the rotation; this last step is not part of the formal statement.

In the other direction, `crossMatrix_cube_witness` verifies $[u]^3=-[u]$ for a unit vector, so Rodrigues' formula applies to $E=\exp(\theta[u])$. From $\operatorname{tr}[u]=0$ and $\operatorname{tr}[u]^2=-2$ one obtains

$$\operatorname{tr}E=3-2(1-\cos\theta)=1+2\cos\theta.$$

The arccosine therefore returns $\theta$ on the stated interval. The matrix $[u]^2$ is symmetric and cancels in the difference, leaving $E-E^T=2\sin\theta\,[u]$. Division by $2\sin\theta$ returns $[u]$.

## A half turn has no antisymmetric part

The lower trace bound is needed. The half turn about the z axis,

$$H=\operatorname{diag}(-1,-1,1),$$

is a rotation with trace $-1$. It is symmetric, so $H-H^T=0$, and every multiple of this difference exponentiates to the identity instead of $H$. That is `halfTurn_not_exp_antisymm`. The half turn does have a logarithm: Rodrigues' formula gives $H=\exp(\pi[e_z])$, with $e_z$ the unit vector along z. The antisymmetric difference has simply lost the axis.

At the other end, $R=1$ has trace $3$ and $\theta=0$, so the claim $0<\theta$ fails. Since $R-R^T=0$ there, Lean's $K$ is zero whatever value is given to $1/0$, and the exponential identity still holds.

## The angle from a two-argument arctangent

The angle could also have been defined from both its sine and its cosine. Let $w$ be the vector with $[w]=R-R^T$. For a rotation with $0<\theta<\pi$ and unit axis $u$, one has $w=2\sin\theta\,u$, and hence

$$\theta=\operatorname{atan2}(\lVert w\rVert,\ \tau-1).$$

This gives the same angle for exact rotations, but the proof would need the length of $w$ as well as the trace. In floating-point work it avoids the sensitivity of the arccosine near $\theta=0$ and $\theta=\pi$. It does not restore the axis of a half turn, for which $w=0$.
